# Finite-size magnetizations converge wherever the limiting free energy is differentiable

## Does the magnetization per site follow the free energy to its limit?

Take a sequence of finite classical systems. System $n$ has $N_n$ sites, and each of its finitely many configurations $s$ has an energy $E_n(s)$ and a total moment $M_n(s)$. In a field $h$ and at inverse temperature $\beta>0$, the Boltzmann weight is $e^{\beta(hM_n(s)-E_n(s))}$, with partition function $Z_n(h)$ and free energy per site $\phi_n(h)=-\log Z_n(h)/(\beta N_n)$. The magnetization $m_n(h)$ is the thermal mean of $M_n$ divided by $N_n$.

I know that $m_n=-\phi_n'$. If $\phi_n\to f$ pointwise, I would like to conclude that $m_n(h)\to -f'(h)$ wherever $f$ has no kink. But pointwise convergence doesn't in general carry over to derivatives, so convexity must be doing the work. Can this be made rigorous, and checked by a machine?

## Convexity carries the limit over to the derivative

Yes. The argument first treats general functions with supporting lines, and then shows that $-\phi_n$ has such a line with slope $m_n$.

### Trapping a slope between two difference quotients

Let $F_n\to f$ pointwise near $x$, and let $m_n$ be the slope of a supporting line of $F_n$ at $x$:
$$F_n(x)+m_n(y-x)\le F_n(y)\quad\text{for all } y \text{ near } x.$$
The neighbourhood of $x$ is taken to be the same for all $n$. Take $y<x<z$ in this neighbourhood. Dividing by $y-x<0$ reverses the inequality, and dividing by $z-x>0$ keeps it, so
$$\frac{F_n(y)-F_n(x)}{y-x}\le m_n\le\frac{F_n(z)-F_n(x)}{z-x}.$$

Suppose that $f$ has left derivative $d_l$ and right derivative $d_r$ at $x$, and let $\varepsilon>0$. Choose $y$ so close to $x$ that the left quotient of $f$ exceeds $d_l-\varepsilon$, and $z$ so close that the right quotient of $f$ is below $d_r+\varepsilon$. Now keep $y$ and $z$ fixed and let $n$ grow. The quotients of $F_n$ converge to those of $f$, so eventually
$$d_l-\varepsilon<m_n<d_r+\varepsilon.$$
This holds even at a kink. If $f$ is differentiable at $x$ with derivative $d$, then $d_l=d_r=d$, and $m_n\to d$.

If all $F_n$ are convex on one common open interval around $x$ and differentiable at $x$, their tangents at $x$ are supporting lines on that interval: chords ending at $x$ from the left have slope at most $F_n'(x)$, and chords starting at $x$ to the right have slope at least $F_n'(x)$. Hence $F_n'(x)\to f'(x)$.

### The magnetization as a supporting slope

Drop the index $n$ and write $A=\langle M\rangle_h$, so that $m(h)=A/N$. Since $Z'(h)=\beta\sum_s M(s)e^{\beta(hM(s)-E(s))}=\beta A Z(h)$,
$$\phi'(h)=-\frac{\beta A Z(h)}{\beta N Z(h)}=-m(h).$$

For another field $k$, the inequality $1+u\le e^u$ gives
$$\frac{Z(k)}{Z(h)}=e^{\beta(k-h)A}\left\langle e^{\beta(k-h)(M-A)}\right\rangle_h\ge e^{\beta(k-h)A}\bigl(1+\beta(k-h)\langle M-A\rangle_h\bigr)=e^{\beta(k-h)A},$$
because $\langle M-A\rangle_h=0$. Taking logarithms and dividing by $-\beta N<0$,
$$\phi(k)\le\phi(h)-m(h)(k-h).$$

So $-\phi_n$ has a supporting line of slope $m_n(h)$ at $h$. Its limit $-f$ has derivative $-f'(h)$ there, and the trapping argument gives $m_n(h)\to-f'(h)$.

### The Lean file

```lean
import Mathlib

open Filter Topology

namespace OrderParameterConvergence

noncomputable section

/-- Slopes of supporting lines at `x` eventually lie within any `ε` of the interval between the
left and right derivatives of the pointwise limit. -/
theorem slopes_eventually_between {ι : Type*} {l : Filter ι} {F : ι → ℝ → ℝ} {f : ℝ → ℝ}
    {m : ι → ℝ} {x dl dr ε : ℝ}
    (hsup : ∀ᶠ y in 𝓝 x, ∀ n, F n x + m n * (y - x) ≤ F n y)
    (hlim : ∀ᶠ y in 𝓝 x, Tendsto (fun n => F n y) l (𝓝 (f y)))
    (hl : HasDerivWithinAt f dl (Set.Iio x) x) (hr : HasDerivWithinAt f dr (Set.Ioi x) x)
    (hε : 0 < ε) : ∀ᶠ n in l, dl - ε < m n ∧ m n < dr + ε := by
  have hx := hlim.self_of_nhds
  have quot : ∀ y, Tendsto (fun n => F n y) l (𝓝 (f y)) →
      Tendsto (fun n => (F n y - F n x) / (y - x)) l (𝓝 (slope f x y)) := fun y hy => by
    rw [slope_def_field]
    exact (hy.sub hx).div_const _
  have hl' := (hasDerivWithinAt_iff_tendsto_slope' (by simp)).1 hl
  have hr' := (hasDerivWithinAt_iff_tendsto_slope' (by simp)).1 hr
  -- choose one comparison point on each side of `x`
  obtain ⟨y, ⟨⟨hy1, hy2⟩, hy3⟩, hy4⟩ :=
    (((((tendsto_order.1 hl').1 (dl - ε) (by linarith)).and
      (hsup.filter_mono nhdsWithin_le_nhds)).and
      (hlim.filter_mono nhdsWithin_le_nhds)).and eventually_mem_nhdsWithin).exists
  obtain ⟨z, ⟨⟨hz1, hz2⟩, hz3⟩, hz4⟩ :=
    (((((tendsto_order.1 hr').2 (dr + ε) (by linarith)).and
      (hsup.filter_mono nhdsWithin_le_nhds)).and
      (hlim.filter_mono nhdsWithin_le_nhds)).and eventually_mem_nhdsWithin).exists
  have hy : y - x < 0 := sub_neg.2 hy4
  have hz : 0 < z - x := sub_pos.2 hz4
  filter_upwards [(tendsto_order.1 (quot y hy3)).1 _ hy1,
    (tendsto_order.1 (quot z hz3)).2 _ hz1] with n h1 h2
  rw [lt_div_iff_of_neg hy] at h1
  rw [div_lt_iff₀ hz] at h2
  have h3 := hy2 n
  have h4 := hz2 n
  constructor <;> nlinarith

/-- If the pointwise limit is differentiable at `x`, the slopes of supporting lines at `x`
converge to its derivative. -/
theorem slopes_tendsto {ι : Type*} {l : Filter ι} {F : ι → ℝ → ℝ} {f : ℝ → ℝ}
    {m : ι → ℝ} {x d : ℝ}
    (hsup : ∀ᶠ y in 𝓝 x, ∀ n, F n x + m n * (y - x) ≤ F n y)
    (hlim : ∀ᶠ y in 𝓝 x, Tendsto (fun n => F n y) l (𝓝 (f y)))
    (hf : HasDerivAt f d x) : Tendsto m l (𝓝 d) := by
  have key := fun (ε : ℝ) (hε : 0 < ε) => slopes_eventually_between hsup hlim
    hf.hasDerivWithinAt hf.hasDerivWithinAt hε
  refine tendsto_order.2 ⟨fun a ha => ?_, fun a ha => ?_⟩
  · filter_upwards [key (d - a) (by linarith)] with n hn
    linarith [hn.1]
  · filter_upwards [key (a - d) (by linarith)] with n hn
    linarith [hn.2]

/-- Griffiths' lemma: derivatives at `x` of pointwise convergent convex functions converge to the
derivative of the limit, if the limit is differentiable at `x`. -/
theorem griffiths_lemma {ι : Type*} {l : Filter ι} {F : ι → ℝ → ℝ} {f : ℝ → ℝ}
    {m : ι → ℝ} {S : Set ℝ} {x d : ℝ} (hS : IsOpen S) (hx : x ∈ S)
    (hconv : ∀ n, ConvexOn ℝ S (F n))
    (hlim : ∀ y ∈ S, Tendsto (fun n => F n y) l (𝓝 (f y)))
    (hF : ∀ n, HasDerivAt (F n) (m n) x) (hf : HasDerivAt f d x) :
    Tendsto m l (𝓝 d) := by
  refine slopes_tendsto ?_ ((hS.mem_nhds hx |> eventually_of_mem) hlim) hf
  filter_upwards [hS.mem_nhds hx] with y hy n
  -- a convex function lies above its tangent
  rcases lt_trichotomy y x with h | h | h
  · have h1 := (hconv n).slope_le_of_hasDerivAt hy hx h (hF n)
    rw [slope_def_field, div_le_iff₀ (sub_pos.2 h)] at h1
    linarith
  · simp [h]
  · have h1 := (hconv n).le_slope_of_hasDerivAt hx hy h (hF n)
    rw [slope_def_field, le_div_iff₀ (sub_pos.2 h)] at h1
    linarith

variable {Ω : Type*}

/-- Boltzmann weight of configuration `s` with energy `E s` and moment `M s` in the field `h`. -/
def weight (β : ℝ) (E M : Ω → ℝ) (h : ℝ) (s : Ω) : ℝ := Real.exp (β * (h * M s - E s))

variable [Fintype Ω]

/-- Partition function in the field `h`. -/
def partitionFn (β : ℝ) (E M : Ω → ℝ) (h : ℝ) : ℝ := ∑ s, weight β E M h s

/-- Thermal mean of the total moment. -/
def totalMoment (β : ℝ) (E M : Ω → ℝ) (h : ℝ) : ℝ :=
  (∑ s, M s * weight β E M h s) / partitionFn β E M h

/-- Magnetization per site of a system with `N` sites. -/
def magnetization (β : ℝ) (N : ℕ+) (E M : Ω → ℝ) (h : ℝ) : ℝ :=
  totalMoment β E M h / ((N : ℕ) : ℝ)

/-- Free energy per site of a system with `N` sites. -/
def freeEnergy (β : ℝ) (N : ℕ+) (E M : Ω → ℝ) (h : ℝ) : ℝ :=
  -Real.log (partitionFn β E M h) / (β * ((N : ℕ) : ℝ))

/-- The partition function is positive. -/
theorem partitionFn_pos [Nonempty Ω] (β : ℝ) (E M : Ω → ℝ) (h : ℝ) :
    0 < partitionFn β E M h :=
  Finset.sum_pos (fun _ _ => Real.exp_pos _) Finset.univ_nonempty

/-- The magnetization per site is minus the field derivative of the free energy per site. -/
theorem hasDerivAt_freeEnergy [Nonempty Ω] {β : ℝ} (hβ : β ≠ 0) (N : ℕ+) (E M : Ω → ℝ)
    (h : ℝ) : HasDerivAt (freeEnergy β N E M) (-magnetization β N E M h) h := by
  have hw : ∀ s, HasDerivAt (fun k => weight β E M k s) (β * (M s * weight β E M h s)) h := by
    intro s
    have h1 : HasDerivAt (fun k => β * (k * M s - E s)) (β * M s) h := by
      simpa using (((hasDerivAt_id' h).mul_const (M s)).sub_const (E s)).const_mul β
    exact h1.exp.congr_deriv (by simp only [weight]; ring)
  have hZ : HasDerivAt (fun k => partitionFn β E M k)
      (∑ s, β * (M s * weight β E M h s)) h := HasDerivAt.fun_sum fun s _ => hw s
  have hp := (partitionFn_pos β E M h).ne'
  have hN : ((N : ℕ) : ℝ) ≠ 0 := by exact_mod_cast N.pos.ne'
  refine ((hZ.log hp).fun_neg.div_const (β * ((N : ℕ) : ℝ))).congr_deriv ?_
  rw [← Finset.mul_sum, magnetization, totalMoment]
  generalize ∑ s, M s * weight β E M h s = T
  field_simp

/-- The free energy per site lies below the line through its value at `h` whose slope is minus
the magnetization at `h`. -/
theorem freeEnergy_le_tangent [Nonempty Ω] {β : ℝ} (hβ : 0 < β) (N : ℕ+) (E M : Ω → ℝ)
    (h k : ℝ) :
    freeEnergy β N E M k ≤ freeEnergy β N E M h - magnetization β N E M h * (k - h) := by
  have hZ := partitionFn_pos β E M h
  have hN : (0 : ℝ) < ((N : ℕ) : ℝ) := by exact_mod_cast N.pos
  have hA : ∑ s, M s * weight β E M h s = totalMoment β E M h * partitionFn β E M h :=
    (div_mul_cancel₀ _ hZ.ne').symm
  rw [freeEnergy, freeEnergy, magnetization]
  generalize totalMoment β E M h = A at *
  -- Jensen's inequality for the exponential, from `1 + u ≤ exp u`
  have key : Real.exp (β * (k - h) * A) * partitionFn β E M h ≤ partitionFn β E M k := by
    have h1 : ∑ s, weight β E M h s * (1 + β * (k - h) * (M s - A)) = partitionFn β E M h := by
      have h2 : ∀ s, weight β E M h s * (1 + β * (k - h) * (M s - A)) =
          (1 - β * (k - h) * A) * weight β E M h s
            + β * (k - h) * (M s * weight β E M h s) := fun s => by ring
      rw [Finset.sum_congr rfl fun s _ => h2 s, Finset.sum_add_distrib, ← Finset.mul_sum,
        ← Finset.mul_sum, hA, ← partitionFn]
      ring
    rw [← h1, Finset.mul_sum, partitionFn]
    refine Finset.sum_le_sum fun s _ => ?_
    have h3 : weight β E M k s = Real.exp (β * (k - h) * A) *
        (weight β E M h s * Real.exp (β * (k - h) * (M s - A))) := by
      simp only [weight, ← Real.exp_add]
      congr 1
      ring
    have h4 := Real.add_one_le_exp (β * (k - h) * (M s - A))
    have h5 : 0 < weight β E M h s := Real.exp_pos _
    rw [h3]
    exact mul_le_mul_of_nonneg_left
      (mul_le_mul_of_nonneg_left (by linarith) h5.le) (Real.exp_pos _).le
  have L := Real.log_le_log (mul_pos (Real.exp_pos _) hZ) key
  rw [Real.log_mul (Real.exp_pos _).ne' hZ.ne', Real.log_exp] at L
  have e : -Real.log (partitionFn β E M h) / (β * ((N : ℕ) : ℝ)) - A / ((N : ℕ) : ℝ) * (k - h)
      = -(β * (k - h) * A + Real.log (partitionFn β E M h)) / (β * ((N : ℕ) : ℝ)) := by
    field_simp
    ring
  rw [e]
  exact div_le_div_of_nonneg_right (neg_le_neg L) (mul_pos hβ hN).le

/-- If the free energies per site converge near `h` to a function with derivative `-m` at `h`,
the magnetizations per site at `h` converge to `m`. -/
theorem magnetization_tendsto {Ω : ℕ → Type*} [∀ n, Fintype (Ω n)] [∀ n, Nonempty (Ω n)]
    {β : ℝ} (hβ : 0 < β) (N : ℕ → ℕ+) (E M : ∀ n, Ω n → ℝ) {f : ℝ → ℝ} {h m : ℝ}
    (hlim : ∀ᶠ k in 𝓝 h, Tendsto (fun n => freeEnergy β (N n) (E n) (M n) k) atTop (𝓝 (f k)))
    (hf : HasDerivAt f (-m) h) :
    Tendsto (fun n => magnetization β (N n) (E n) (M n) h) atTop (𝓝 m) := by
  refine slopes_tendsto (F := fun n k => -freeEnergy β (N n) (E n) (M n) k)
    (f := fun k => -f k) (x := h) ?_ (hlim.mono fun k hk => hk.neg) ?_
  · refine Eventually.of_forall fun k n => ?_
    have := freeEnergy_le_tangent hβ (N n) (E n) (M n) h k
    linarith
  · exact hf.fun_neg.congr_deriv (neg_neg m)

end

end OrderParameterConvergence
```

```lean
#print axioms OrderParameterConvergence.griffiths_lemma
-- 'OrderParameterConvergence.griffiths_lemma' depends on axioms: [propext, Classical.choice, Quot.sound]
#print axioms OrderParameterConvergence.hasDerivAt_freeEnergy
-- 'OrderParameterConvergence.hasDerivAt_freeEnergy' depends on axioms: [propext, Classical.choice, Quot.sound]
#print axioms OrderParameterConvergence.freeEnergy_le_tangent
-- 'OrderParameterConvergence.freeEnergy_le_tangent' depends on axioms: [propext, Classical.choice, Quot.sound]
#print axioms OrderParameterConvergence.magnetization_tendsto
-- 'OrderParameterConvergence.magnetization_tendsto' depends on axioms: [propext, Classical.choice, Quot.sound]
```

### What the theorems say

`griffiths_lemma` is the statement about convex functions. The set `S` is open, every `F n` is convex on it, and `F n y` tends to `f y` for each `y` in `S`. `ConvexOn` includes convexity of `S` itself, so `S` is an open interval, possibly unbounded, as soon as there is at least one index `n`. The hypotheses `hF` and `hf` say that `F n` has derivative `m n` and `f` has derivative `d`, both at the single point `x`. The conclusion `Tendsto m l (𝓝 d)` is $m_n\to d$ along a filter `l`, which for ordinary sequences is `atTop`.

`magnetization_tendsto` is the statement about spin systems. The type `Ω n` is the finite, nonempty configuration space of system `n`, and `E n` and `M n` are arbitrary real functions on it. The site number `N n` has type `ℕ+`, the positive natural numbers. The definitions `weight`, `partitionFn`, `totalMoment`, `magnetization` and `freeEnergy` are the formulas above, with the field entering the energy as $E-hM$. The inverse temperature `β` is positive and the same for all systems.

Two hypotheses carry physical content:

- `hlim` says that the free energies per site converge at every field in some neighbourhood of `h`. This stands for the existence of the thermodynamic limit, which has to be established for each model.
- `hf` says that the limit has derivative `-m` at `h`. This stands for the absence of a first-order jump of the magnetization at that field.

The theorem doesn't require `N n` to grow or to match the size of `Ω n`; the thermodynamic reading is the case where `N n` counts the sites and tends to infinity. Continuous spins and quantum Hamiltonians that do not commute with the moment are not covered, and there is no rate of convergence.

For simulations of classical lattice models with finitely many configurations, the result means that exact thermal averages at a fixed field approach the bulk magnetization as the lattice grows, provided that the limiting free energy exists near that field and is differentiable there. Sampling error is a separate matter.

### How the proof runs

`slopes_eventually_between` is the trapping argument. The auxiliary fact `quot` says that difference quotients of `F n` converge to those of `f`. The lemma `hasDerivWithinAt_iff_tendsto_slope'` turns each one-sided derivative into a limit of quotients, and the two `obtain` steps pick $y$ and $z$. Each chosen point has to satisfy several conditions at once: a good quotient of $f$, the supporting-line inequality, convergence of $F_n$, and the correct side of $x$. All of them hold close enough to $x$, so a common point exists. `filter_upwards` then passes to late `n`, the quotients are multiplied out with attention to the sign of the denominator, and `nlinarith` combines the inequalities.

`slopes_tendsto` uses the same derivative on both sides. For a bound $a<d$ it takes $\varepsilon=d-a$, and for $a>d$ it takes $\varepsilon=a-d$; `tendsto_order` says that these bounds amount to convergence.

`griffiths_lemma` only has to supply the supporting line. It splits into $y<x$, $y=x$ and $y>x$, and uses Mathlib's comparison between chord slopes and the derivative of a convex function.

`hasDerivAt_freeEnergy` differentiates each weight (`hw`), sums to get $Z'$ (`hZ`), and applies the chain rule to the logarithm, with `partitionFn_pos` ensuring $Z\neq0$. It confirms that `magnetization` is minus the field derivative, but the convergence proof does not call it.

That proof rests on `freeEnergy_le_tangent`. There `key` is the inequality $e^{\beta(k-h)A}Z(h)\le Z(k)$, stated without dividing by $Z(h)$. Within it, `h1` expresses $\langle M-A\rangle_h=0$ as an identity for the unnormalized weights, `h3` factors the weight at field $k$, and `h4` is $1+u\le e^u$. Taking logarithms gives `L`, and dividing by $\beta N$ finishes the bound.

`magnetization_tendsto` applies `slopes_tendsto` to minus the free energies. The tangent bound provides the supporting lines, and the two minus signs in front of `m` cancel.
